# An orthonormal basis gives no eigenvalue below the lowest or above the highest eigenvalue of the full Hermitian matrix

The lowest and highest levels are defined here as the minimum and maximum of the finite list of eigenvalues, not as extrema of the energy over normalized states. The variational bounds therefore have to be derived. A basis is an $n\times m$ complex matrix $W$ whose columns are the basis vectors, so orthonormality reads $W^*W=1$. The Hamiltonian is a Hermitian $n\times n$ matrix $H$, and the matrix computed in the basis is $W^*HW$.

Everything is finite-dimensional: "exact" will mean exact for the matrix $H$, not for a differential operator that $H$ may approximate.

## States, energies and extreme levels

In the code `n`, `m` and `p` are finite index types; in the prose the same letters also denote their sizes.

```lean
import Mathlib

open Matrix

namespace BasisInterlacing

noncomputable section

variable {n m p : Type*} [Fintype n] [Fintype m] [Fintype p]
```

A state is a vector $x$ of complex amplitudes, not necessarily normalized. Its weight is $w(x)=\sum_i|x_i|^2$.

```lean
/-- The squared norm of a state vector. -/
def weight (x : n → ℂ) : ℝ := ∑ i, ‖x i‖ ^ 2
```

The energy form of a square matrix $A$ is $E_A(x)=\mathrm{Re}(x^*Ax)$. For Hermitian $A$ the number $x^*Ax$ is already real, and for a normalized state $E_A(x)$ is the expectation value.

```lean
/-- The energy form `Re (x* A x)` of a matrix `A` in the (not necessarily normalized) state `x`. -/
def energy (A : Matrix n n ℂ) (x : n → ℂ) : ℝ := (star x ⬝ᵥ A *ᵥ x).re
```

Write $\lambda_i$ for the eigenvalues of a Hermitian $A$, and $\lambda_{\min}(A)$, $\lambda_{\max}(A)$ for the smallest and largest. In Lean, `lowestLevel hA` takes the proof `hA` that the matrix is Hermitian and reads the matrix off from it. `Nonempty n` says that there is at least one eigenvalue.

```lean
variable [DecidableEq n] [DecidableEq m] [DecidableEq p]

/-- The lowest eigenvalue of a Hermitian matrix of nonzero size. -/
def lowestLevel [Nonempty n] {A : Matrix n n ℂ} (hA : A.IsHermitian) : ℝ :=
  Finset.univ.inf' Finset.univ_nonempty hA.eigenvalues

/-- The highest eigenvalue of a Hermitian matrix of nonzero size. -/
def highestLevel [Nonempty n] {A : Matrix n n ℂ} (hA : A.IsHermitian) : ℝ :=
  Finset.univ.sup' Finset.univ_nonempty hA.eigenvalues
```

## (a) Energy in a diagonal matrix

Let $D$ be diagonal with real entries $d_i$. Show that
$$E_D(x)=\sum_i d_i|x_i|^2 .$$

**Solution.** The components of $Dx$ are $d_ix_i$, so $x^*Dx=\sum_i\overline{x_i}\,d_ix_i=\sum_i d_i|x_i|^2$, which is real. The numbers $|x_i|^2$ are called populations below.

The Lean proof compares the sums term by term and settles each term through real and imaginary parts.

```lean
/-- For a real diagonal matrix the energy form is the sum of the diagonal entries times the
populations. -/
theorem energy_diagonal (d : n → ℝ) (x : n → ℂ) :
    energy (diagonal fun i => (d i : ℂ)) x = ∑ i, d i * ‖x i‖ ^ 2 := by
  simp only [energy, dotProduct, Matrix.mulVec_diagonal, Complex.re_sum, Pi.star_apply]
  refine Finset.sum_congr rfl fun i _ => ?_
  rw [Complex.sq_norm, Complex.normSq_apply]
  simp only [Complex.star_def, Complex.mul_re, Complex.mul_im, Complex.conj_re,
    Complex.conj_im, Complex.ofReal_re, Complex.ofReal_im]
  ring
```

## (b) Energy of a projected matrix

For coefficients $c$ in the basis $W$, show that
$$E_{W^*HW}(c)=E_H(Wc).$$

**Solution.** Since $(Wc)^*=c^*W^*$, we have $c^*(W^*HW)c=(Wc)^*H(Wc)$. Take real parts. Neither orthonormality nor hermiticity is used, and the theorem assumes neither.

```lean
omit [DecidableEq n] [DecidableEq m] in
/-- The energy form of the projected matrix `W* H W` at the coefficients `c` is that of `H` at
the vector `W c`. -/
theorem energy_projected (H : Matrix n n ℂ) (W : Matrix n m ℂ) (c : m → ℂ) :
    energy (Wᴴ * H * W) c = energy H (W *ᵥ c) := by
  unfold energy
  rw [Matrix.star_mulVec, ← Matrix.mulVec_mulVec, ← Matrix.mulVec_mulVec,
    Matrix.dotProduct_mulVec (star c) Wᴴ]
```

## (c) Orthonormal columns preserve weight

Let $W^*W=1$. Show that
$$w(Wc)=w(c).$$

**Solution.** By (a) with all $d_i=1$, the weight is the energy form of the identity. Then (b) with $H=1$ gives
$$w(Wc)=E_1(Wc)=E_{W^*W}(c)=E_1(c)=w(c).$$

In the code, `h1` and `h2` are the two uses of (a).

```lean
/-- If the columns of `W` are orthonormal, `W c` has the same squared norm as `c`. -/
theorem weight_isometry {W : Matrix n m ℂ} (hW : Wᴴ * W = 1) (c : m → ℂ) :
    weight (W *ᵥ c) = weight c := by
  -- the squared norm is the energy form of the identity
  have h1 : weight c = energy 1 c := by
    simpa [weight] using (energy_diagonal (fun _ => 1) c).symm
  have h2 : weight (W *ᵥ c) = energy 1 (W *ᵥ c) := by
    simpa [weight] using (energy_diagonal (fun _ => 1) (W *ᵥ c)).symm
  rw [h1, h2, ← energy_projected, Matrix.mul_one, hW]
```

## (d) Energy as levels times populations

Let $A$ be Hermitian and $\Lambda$ the diagonal matrix of its eigenvalues. Show that there is a unitary $U$ with
$$AU=U\Lambda,\qquad E_A(Uy)=\sum_i\lambda_i|y_i|^2\quad\text{for all }y.$$

**Solution.** The spectral theorem supplies an orthonormal eigenbasis; make its vectors the columns of $U$. Column $j$ of $AU$ is $\lambda_j$ times column $j$ of $U$, which is the first equation. Hence $U^*AU=U^*U\Lambda=\Lambda$, and (b) followed by (a) gives
$$E_A(Uy)=E_\Lambda(y)=\sum_i\lambda_i|y_i|^2 .$$

The spectral theorem comes from Mathlib; `h3` turns its eigenvector equations into the matrix equation.

```lean
/-- A Hermitian matrix has a unitary matrix `U` of eigenvectors, and in that eigenbasis its
energy form is the sum of the eigenvalues times the populations. -/
theorem eigenbasis_expansion {A : Matrix n n ℂ} (hA : A.IsHermitian) :
    ∃ U : Matrix n n ℂ, Uᴴ * U = 1 ∧ U * Uᴴ = 1 ∧
      A * U = U * diagonal (fun i => (hA.eigenvalues i : ℂ)) ∧
      ∀ y, energy A (U *ᵥ y) = ∑ i, hA.eigenvalues i * ‖y i‖ ^ 2 := by
  have h1 : (hA.eigenvectorUnitary : Matrix n n ℂ)ᴴ * hA.eigenvectorUnitary = 1 :=
    Matrix.mem_unitaryGroup_iff'.mp hA.eigenvectorUnitary.2
  have h3 : A * (hA.eigenvectorUnitary : Matrix n n ℂ) =
      hA.eigenvectorUnitary * diagonal (fun i => (hA.eigenvalues i : ℂ)) := by
    ext i j
    have h := congrFun (hA.mulVec_eigenvectorBasis j) i
    have h' : (A * (hA.eigenvectorUnitary : Matrix n n ℂ)) i j =
        (hA.eigenvalues j : ℂ) * (hA.eigenvectorUnitary : Matrix n n ℂ) i j := by
      simpa [Matrix.mul_apply, Matrix.mulVec, dotProduct,
        Matrix.IsHermitian.eigenvectorUnitary_apply] using h
    rw [h', Matrix.mul_diagonal, mul_comm]
  refine ⟨hA.eigenvectorUnitary, h1,
    Matrix.mem_unitaryGroup_iff.mp hA.eigenvectorUnitary.2, h3, fun y => ?_⟩
  rw [← energy_projected, Matrix.mul_assoc, h3, ← Matrix.mul_assoc, h1, Matrix.one_mul,
    energy_diagonal]
```

## (e) A normalized state for every level

For each index $i$, find a state $v$ with
$$w(v)=1,\qquad E_A(v)=\lambda_i .$$

**Solution.** Take $v=Ue_i$, where $e_i$ is the $i$-th unit vector, written `Pi.single i 1` in Lean. By (c), $w(v)=w(e_i)=1$. In the sum of (d) only the term $\lambda_i$ survives.

```lean
/-- Every eigenvalue of a Hermitian matrix is the energy of some normalized state. -/
theorem exists_state_of_level {A : Matrix n n ℂ} (hA : A.IsHermitian) (i : n) :
    ∃ v, weight v = 1 ∧ energy A v = hA.eigenvalues i := by
  obtain ⟨U, h1, -, -, hE⟩ := eigenbasis_expansion hA
  have hs : ∀ j, ‖(Pi.single i (1 : ℂ) : n → ℂ) j‖ ^ 2 = if j = i then (1 : ℝ) else 0 := by
    intro j
    by_cases h : j = i
    · subst h; simp
    · simp [h]
  refine ⟨U *ᵥ Pi.single i 1, ?_, ?_⟩
  · rw [weight_isometry h1]
    simp only [weight, hs]
    simp
  · rw [hE]
    simp only [hs]
    simp
```

## (f) Rayleigh bounds

For Hermitian $A$ and any $x$, show that
$$\lambda_{\min}(A)\,w(x)\le E_A(x)\le\lambda_{\max}(A)\,w(x).$$

**Solution.** Put $y=U^*x$, so that $x=Uy$. Multiply $\lambda_{\min}(A)\le\lambda_i\le\lambda_{\max}(A)$ by $|y_i|^2\ge0$ and sum over $i$. The middle sum is $E_A(x)$ by (d), and $\sum_i|y_i|^2=w(y)=w(x)$ by (c).

The two calls of `Finset.sum_le_sum` are these two summations.

```lean
/-- Rayleigh bounds: the energy form of a Hermitian matrix lies between its lowest and its
highest eigenvalue, each times the squared norm of the state. -/
theorem rayleigh_bounds [Nonempty n] {A : Matrix n n ℂ} (hA : A.IsHermitian) (x : n → ℂ) :
    lowestLevel hA * weight x ≤ energy A x ∧ energy A x ≤ highestLevel hA * weight x := by
  obtain ⟨U, h1, h2, -, hE⟩ := eigenbasis_expansion hA
  obtain ⟨y, rfl⟩ : ∃ y, x = U *ᵥ y :=
    ⟨Uᴴ *ᵥ x, by rw [Matrix.mulVec_mulVec, h2, Matrix.one_mulVec]⟩
  rw [hE, weight_isometry h1, weight, Finset.mul_sum, Finset.mul_sum]
  exact ⟨Finset.sum_le_sum fun i _ => mul_le_mul_of_nonneg_right
      (Finset.inf'_le _ (Finset.mem_univ i)) (sq_nonneg _),
    Finset.sum_le_sum fun i _ => mul_le_mul_of_nonneg_right
      (Finset.le_sup' _ (Finset.mem_univ i)) (sq_nonneg _)⟩
```

## (g) Minimal energy implies the eigenvalue equation

Suppose $E_A(x)=\lambda_{\min}(A)\,w(x)$. Show that
$$Ax=\lambda_{\min}(A)\,x .$$

**Solution.** With $x=Uy$ as before, the assumption becomes
$$\sum_i(\lambda_i-\lambda_{\min}(A))|y_i|^2=0 .$$
No term is negative, so every term vanishes: for each $i$, either $y_i=0$ or $\lambda_i=\lambda_{\min}(A)$. In both cases $\lambda_iy_i=\lambda_{\min}(A)y_i$, so $\Lambda y=\lambda_{\min}(A)y$ and
$$Ax=AUy=U\Lambda y=\lambda_{\min}(A)\,Uy=\lambda_{\min}(A)\,x .$$

In Lean, `hz` is the termwise equality, and `rcases` separates the two cases.

```lean
/-- For a Hermitian matrix, a vector whose energy form equals the lowest eigenvalue times its
squared norm satisfies the eigenvalue equation for the lowest eigenvalue. -/
theorem eigen_of_minimal_energy [Nonempty n] {A : Matrix n n ℂ} (hA : A.IsHermitian)
    (x : n → ℂ) (h : energy A x = lowestLevel hA * weight x) :
    A *ᵥ x = (lowestLevel hA : ℂ) • x := by
  obtain ⟨U, h1, h2, h3, hE⟩ := eigenbasis_expansion hA
  obtain ⟨y, rfl⟩ : ∃ y, x = U *ᵥ y :=
    ⟨Uᴴ *ᵥ x, by rw [Matrix.mulVec_mulVec, h2, Matrix.one_mulVec]⟩
  rw [hE, weight_isometry h1, weight, Finset.mul_sum] at h
  -- equality of the sums forces equality term by term
  have hz := (Finset.sum_eq_sum_iff_of_le fun i _ => mul_le_mul_of_nonneg_right
    (Finset.inf'_le hA.eigenvalues (Finset.mem_univ i)) (sq_nonneg ‖y i‖)).mp h.symm
  have hy : diagonal (fun i => (hA.eigenvalues i : ℂ)) *ᵥ y = (lowestLevel hA : ℂ) • y := by
    ext i
    rw [Matrix.mulVec_diagonal, Pi.smul_apply, smul_eq_mul]
    rcases eq_or_ne (y i) 0 with h0 | h0
    · simp [h0]
    · have e : lowestLevel hA = hA.eigenvalues i :=
        mul_right_cancel₀ (pow_ne_zero 2 (norm_ne_zero_iff.mpr h0)) (hz i (Finset.mem_univ i))
      rw [e]
  rw [Matrix.mulVec_mulVec, h3, ← Matrix.mulVec_mulVec, hy, Matrix.mulVec_smul]
```

## (h) The computed spectrum stays within the true range

Let $H$ be Hermitian, $W^*W=1$ and $n,m\ge1$. Show that
$$\lambda_{\min}(H)\le\lambda_{\min}(W^*HW),\qquad \lambda_{\max}(W^*HW)\le\lambda_{\max}(H).$$

**Solution.** The matrix $K=W^*HW$ is Hermitian. By (e) there is a normalized $c$ with $E_K(c)=\lambda_{\min}(K)$, and $w(Wc)=1$ by (c). Then (f) and (b) give
$$\lambda_{\min}(H)\le E_H(Wc)=E_K(c)=\lambda_{\min}(K).$$
A normalized $c$ with $E_K(c)=\lambda_{\max}(K)$ gives the other inequality from the upper bound in (f).

For $m=1$ this is the variational principle for a single normalized trial vector. For general $m$ these are the outermost inequalities of Cauchy interlacing; the levels in between are not compared.

Orthonormality matters even when every basis vector is normalized. Let $H$ be the $2\times2$ identity, and let $W$ have two normalized columns with real overlap $s$, $0<s<1$. Then
$$W^*HW=\begin{pmatrix}1&s\\ s&1\end{pmatrix}$$
has eigenvalues $1\pm s$, while $H$ has only the eigenvalue $1$. Both bounds fail for this ordinary eigenvalue problem. The generalized problem $W^*HWc=E\,W^*Wc$, which takes the overlap into account, gives only $E=1$ here.

In the code, `isHermitian_conjTranspose_mul_mul W hH` is the proof that $K$ is Hermitian, so `lowestLevel` of it is $\lambda_{\min}(K)$. The lemmas `Finset.exists_mem_eq_inf'` and `Finset.exists_mem_eq_sup'` select an index at which the extreme eigenvalue is attained.

```lean
/-- The eigenvalues of a Hermitian `H` computed in an orthonormal basis `W` stay within the
range of the true ones: the lowest is not too low and the highest is not too high. -/
theorem projected_spectrum_within [Nonempty n] [Nonempty m] {H : Matrix n n ℂ}
    (hH : H.IsHermitian) {W : Matrix n m ℂ} (hW : Wᴴ * W = 1) :
    lowestLevel hH ≤ lowestLevel (isHermitian_conjTranspose_mul_mul W hH) ∧
      highestLevel (isHermitian_conjTranspose_mul_mul W hH) ≤ highestLevel hH := by
  have hK := isHermitian_conjTranspose_mul_mul W hH
  constructor
  · obtain ⟨i, -, hi⟩ := Finset.exists_mem_eq_inf' Finset.univ_nonempty hK.eigenvalues
    obtain ⟨c, hc, he⟩ := exists_state_of_level hK i
    have h := (rayleigh_bounds hH (W *ᵥ c)).1
    rw [weight_isometry hW, hc, ← energy_projected, he, mul_one] at h
    exact h.trans_eq hi.symm
  · obtain ⟨i, -, hi⟩ := Finset.exists_mem_eq_sup' Finset.univ_nonempty hK.eigenvalues
    obtain ⟨c, hc, he⟩ := exists_state_of_level hK i
    have h := (rayleigh_bounds hH (W *ᵥ c)).2
    rw [weight_isometry hW, hc, ← energy_projected, he, mul_one] at h
    exact (le_of_eq hi).trans h
```

## (i) When the lowest computed level is exact

Under the same hypotheses, show that
$$\lambda_{\min}(W^*HW)=\lambda_{\min}(H)\iff \exists\,c\ne0:\ H(Wc)=\lambda_{\min}(H)\,Wc .$$

**Solution.** Again let $K=W^*HW$. Suppose the levels agree, and take a normalized $c$ with $E_K(c)=\lambda_{\min}(K)$. Then $c\neq0$ and
$$E_H(Wc)=\lambda_{\min}(H)=\lambda_{\min}(H)\,w(Wc),$$
so (g) gives the eigenvalue equation.

Conversely, let $c\ne0$ satisfy that equation. Then $w(c)>0$, and (f) for $K$, with (b) and (c), gives
$$\lambda_{\min}(K)\,w(c)\le E_K(c)=E_H(Wc)=\lambda_{\min}(H)\,w(c).$$
Divide by $w(c)$ and combine with (h).

Since $w(Wc)=w(c)>0$, the vector $Wc$ is nonzero, hence a genuine eigenvector. The basis need only span one such vector, even if the lowest level is degenerate.

```lean
/-- The lowest eigenvalue of a Hermitian `H` computed in an orthonormal basis `W` is exact if and
only if some nonzero combination of the basis vectors is an eigenvector of `H` for its lowest
eigenvalue. -/
theorem lowest_exact_iff [Nonempty n] [Nonempty m] {H : Matrix n n ℂ}
    (hH : H.IsHermitian) {W : Matrix n m ℂ} (hW : Wᴴ * W = 1) :
    lowestLevel (isHermitian_conjTranspose_mul_mul W hH) = lowestLevel hH ↔
      ∃ c : m → ℂ, c ≠ 0 ∧ H *ᵥ (W *ᵥ c) = (lowestLevel hH : ℂ) • (W *ᵥ c) := by
  have hK := isHermitian_conjTranspose_mul_mul W hH
  constructor
  · intro hEq
    obtain ⟨i, -, hi⟩ := Finset.exists_mem_eq_inf' Finset.univ_nonempty hK.eigenvalues
    obtain ⟨c, hc, he⟩ := exists_state_of_level hK i
    refine ⟨c, ?_, eigen_of_minimal_energy hH _ ?_⟩
    · rintro rfl
      simp [weight] at hc
    · rw [← energy_projected, he, weight_isometry hW, hc, mul_one, ← hEq]
      exact hi.symm
  · rintro ⟨c, hc, h⟩
    refine le_antisymm ?_ (projected_spectrum_within hH hW).1
    have hpos : 0 < weight c := by
      obtain ⟨i, hi⟩ := Function.ne_iff.mp hc
      have hn : 0 < ‖c i‖ := norm_pos_iff.mpr hi
      exact Finset.sum_pos' (fun _ _ => sq_nonneg _) ⟨i, Finset.mem_univ i, by positivity⟩
    -- the eigenvalue equation fixes the energy form of `W c`
    have h2 : energy H (W *ᵥ c) = lowestLevel hH * weight (W *ᵥ c) := by
      have hd : diagonal (fun _ => (lowestLevel hH : ℂ)) *ᵥ (W *ᵥ c) =
          (lowestLevel hH : ℂ) • (W *ᵥ c) := by
        ext i
        rw [Matrix.mulVec_diagonal, Pi.smul_apply, smul_eq_mul]
      have he := energy_diagonal (fun _ => lowestLevel hH) (W *ᵥ c)
      rw [energy, hd, ← h] at he
      rw [weight, Finset.mul_sum]
      exact he
    have h1 := (rayleigh_bounds hK c).1
    rw [energy_projected, h2, weight_isometry hW] at h1
    exact le_of_mul_le_mul_right h1 hpos
```

## (j) Enlarging the basis

Let $V$ be a second orthonormal basis, with $p\ge1$ vectors, contained in the span of $W$: $V^*V=1$ and $V=WC$ for an $m\times p$ matrix $C$. Show that
$$\lambda_{\min}(W^*HW)\le\lambda_{\min}(V^*HV),\qquad \lambda_{\max}(V^*HV)\le\lambda_{\max}(W^*HW).$$

**Solution.** The columns of $C$ are orthonormal, because
$$C^*C=C^*W^*WC=V^*V=1 .$$
Moreover $V^*HV=C^*(W^*HW)C$. Apply (h) with $W^*HW$ in place of $H$ and $C$ in place of $W$.

The inequalities are not strict: an added vector may leave both ends unchanged. For configuration interaction in nested determinant spaces, built from a fixed finite set of orthonormal orbitals, the result says that adding determinants never raises the lowest computed energy.

In Lean, `hC` is the orthonormality of $C$, `e` is the matrix identity, and `key` is the application of (h).

```lean
omit [DecidableEq n] in
/-- Enlarging an orthonormal basis `V` to an orthonormal basis `W` whose span contains it widens the
computed spectrum of a Hermitian `H`, or leaves its ends in place. -/
theorem enlarging_basis_widens [Nonempty m] [Nonempty p] {H : Matrix n n ℂ}
    (hH : H.IsHermitian) {W : Matrix n m ℂ} {V : Matrix n p ℂ} {C : Matrix m p ℂ}
    (hW : Wᴴ * W = 1) (hV : Vᴴ * V = 1) (hVW : V = W * C) :
    lowestLevel (isHermitian_conjTranspose_mul_mul W hH) ≤
        lowestLevel (isHermitian_conjTranspose_mul_mul V hH) ∧
      highestLevel (isHermitian_conjTranspose_mul_mul V hH) ≤
        highestLevel (isHermitian_conjTranspose_mul_mul W hH) := by
  subst hVW
  -- the coefficients of the small basis in the large one are orthonormal
  have hC : Cᴴ * C = 1 := by
    rw [Matrix.conjTranspose_mul, Matrix.mul_assoc, ← Matrix.mul_assoc Wᴴ, hW,
      Matrix.one_mul] at hV
    exact hV
  have e : Cᴴ * (Wᴴ * H * W) * C = (W * C)ᴴ * H * (W * C) := by
    simp only [Matrix.conjTranspose_mul, Matrix.mul_assoc]
  have key := projected_spectrum_within (isHermitian_conjTranspose_mul_mul W hH) hC
  simp only [e] at key
  exact key

end

end BasisInterlacing
```

```lean
#print axioms BasisInterlacing.lowest_exact_iff
-- 'BasisInterlacing.lowest_exact_iff' depends on axioms: [propext, Classical.choice, Quot.sound]
#print axioms BasisInterlacing.enlarging_basis_widens
-- 'BasisInterlacing.enlarging_basis_widens' depends on axioms: [propext, Classical.choice, Quot.sound]
```
